# Non-trivial real solutions of the short-distance Dirac-Coulomb system with a > 0 have nodes accumulating at the nucleus exactly when |κ| < a

The nucleus is a point at r = 0, where the radial equations are singular. The model therefore imposes them only for r > 0, with no boundary condition or normalisability at the origin. It also drops the mass and energy terms, which are small beside the Coulomb term a/r at short distance. P and Q are the large and small radial components, both taken real, and a node means a zero of P at r > 0. The number κ is the relativistic angular quantum number, and a = Zα is the coupling for nuclear charge Z and fine-structure constant α.

```lean
import Mathlib

open Real

namespace DiracFallToCentre
```

This loads the mathematics library Mathlib and opens a namespace for the names below.

```lean
/-- The real radial pair `(P, Q)` is differentiable on `r > 0` and solves the short-distance
Dirac-Coulomb system `r P' = -κ P + a Q`, `r Q' = κ Q - a P`. -/
def IsShortRangeSolution (κ a : ℝ) (P Q : ℝ → ℝ) : Prop :=
  ∀ r : ℝ, 0 < r → DifferentiableAt ℝ P r ∧ DifferentiableAt ℝ Q r ∧
    r * deriv P r = -κ * P r + a * Q r ∧ r * deriv Q r = κ * Q r - a * P r
```

`IsShortRangeSolution κ a P Q` says that at every r > 0 both functions are differentiable and

rP' = -κP + aQ,  rQ' = κQ - aP.

Lean's `P` and `Q` are functions on all of ℝ, but their values at r ≤ 0 are unconstrained. Here κ may be any real number; physically it is a non-zero integer.

```lean
/-- In the logarithmic radius `t = log r`, the large component has slope `S = -κ P + a Q`,
and `S` has slope `(κ² - a²) P`. -/
theorem log_radius_equations {κ a : ℝ} {P Q : ℝ → ℝ} (h : IsShortRangeSolution κ a P Q)
    (t : ℝ) :
    HasDerivAt (fun t => P (exp t)) (-κ * P (exp t) + a * Q (exp t)) t ∧
    HasDerivAt (fun t => -κ * P (exp t) + a * Q (exp t)) ((κ ^ 2 - a ^ 2) * P (exp t)) t := by
  obtain ⟨dP, dQ, eP, eQ⟩ := h (exp t) (exp_pos t)
  have hP : HasDerivAt (fun t => P (exp t)) (-κ * P (exp t) + a * Q (exp t)) t :=
    (dP.hasDerivAt.comp t (Real.hasDerivAt_exp t)).congr_deriv (by linear_combination eP)
  have hQ : HasDerivAt (fun t => Q (exp t)) (κ * Q (exp t) - a * P (exp t)) t :=
    (dQ.hasDerivAt.comp t (Real.hasDerivAt_exp t)).congr_deriv (by linear_combination eQ)
  exact ⟨hP, ((hP.const_mul (-κ)).fun_add (hQ.const_mul a)).congr_deriv (by ring)⟩
```

`HasDerivAt f v t` means that f has derivative v at t. Put t = log r, so that d/dt = r d/dr, and S = -κP + aQ. Then

dP/dt = S,
dS/dt = -κ(-κP + aQ) + a(κQ - aP) = (κ² - a²)P.

The coefficients are now constant, and the sign of κ² - a² decides how P depends on t: through sines and cosines if it is negative, through exponentials if it is positive, and linearly if κ² = a². Lean obtains both lines from the chain rule applied to `P (exp t)` and `Q (exp t)`.

```lean
/-- A quantity whose derivative vanishes everywhere takes the same value at any two points. -/
theorem conserved {f : ℝ → ℝ} (h : ∀ t, HasDerivAt f 0 t) (x y : ℝ) : f x = f y :=
  is_const_of_deriv_eq_zero (fun t => (h t).differentiableAt) (fun t => (h t).deriv) x y
```

A function with zero derivative everywhere is constant. Each case below is handled by finding such functions.

```lean
/-- For `ω² = a² - κ²` with `ω ≠ 0`, the large component is a combination of the cosine and
sine of `ω log r`, with coefficients fixed by the values of `P` and `Q` at `r = 1`. -/
theorem log_periodic_form {κ a ω : ℝ} {P Q : ℝ → ℝ} (h : IsShortRangeSolution κ a P Q)
    (hω : ω ^ 2 = a ^ 2 - κ ^ 2) (h0 : ω ≠ 0) {r : ℝ} (hr : 0 < r) :
    P r = P 1 * cos (ω * log r) + (-κ * P 1 + a * Q 1) / ω * sin (ω * log r) := by
  have hc (t : ℝ) : HasDerivAt (fun t => cos (ω * t)) (-sin (ω * t) * ω) t :=
    (((hasDerivAt_id' t).const_mul ω).cos).congr_deriv (by simp)
  have hs (t : ℝ) : HasDerivAt (fun t => sin (ω * t)) (cos (ω * t) * ω) t :=
    (((hasDerivAt_id' t).const_mul ω).sin).congr_deriv (by simp)
  -- Rotating (ω P, S) back by the angle ω t gives two conserved quantities.
  have hA := conserved (f := fun t => ω * P (exp t) * cos (ω * t)
      - (-κ * P (exp t) + a * Q (exp t)) * sin (ω * t)) (fun t => by
    obtain ⟨h1, h2⟩ := log_radius_equations h t
    exact (((h1.const_mul ω).fun_mul (hc t)).fun_sub (h2.fun_mul (hs t))).congr_deriv
      (by linear_combination (-(P (exp t) * sin (ω * t))) * hω)) (log r) 0
  have hB := conserved (f := fun t => ω * P (exp t) * sin (ω * t)
      + (-κ * P (exp t) + a * Q (exp t)) * cos (ω * t)) (fun t => by
    obtain ⟨h1, h2⟩ := log_radius_equations h t
    exact (((h1.const_mul ω).fun_mul (hs t)).fun_add (h2.fun_mul (hc t))).congr_deriv
      (by linear_combination (P (exp t) * cos (ω * t)) * hω)) (log r) 0
  simp only [exp_log hr, exp_zero, mul_zero, cos_zero, sin_zero, mul_one, sub_zero,
    zero_add] at hA hB
  apply mul_left_cancel₀ h0
  have e : ω * ((-κ * P 1 + a * Q 1) / ω) = -κ * P 1 + a * Q 1 := mul_div_cancel₀ _ h0
  linear_combination cos (ω * log r) * hA + sin (ω * log r) * hB
    - sin (ω * log r) * e - ω * P r * sin_sq_add_cos_sq (ω * log r)
```

Let ω² = a² - κ² with ω ≠ 0, and define

A = ωP cos ωt - S sin ωt,
B = ωP sin ωt + S cos ωt.

Differentiating, the terms in S cancel, leaving

dA/dt = -(ω² + κ² - a²)P sin ωt = 0,
dB/dt = (ω² + κ² - a²)P cos ωt = 0.

At t = 0, that is r = 1, A = ωP(1) and B = S₀ = -κP(1) + aQ(1). Since A cos ωt + B sin ωt = ωP,

P(r) = P(1) cos(ω log r) + (S₀/ω) sin(ω log r).

The tactic `linear_combination` checks such algebra from stated multiples of known equations.

```lean
/-- If `|κ| < a`, the large component has infinitely many zeros in every interval `(0, ε)`. -/
theorem infinitely_many_nodes {κ a : ℝ} {P Q : ℝ → ℝ} (h : IsShortRangeSolution κ a P Q)
    (hκ : |κ| < a) {ε : ℝ} (hε : 0 < ε) : {r | 0 < r ∧ r < ε ∧ P r = 0}.Infinite := by
  have hpos : 0 < a ^ 2 - κ ^ 2 := by
    rw [← sq_abs κ]
    nlinarith [abs_nonneg κ]
  obtain ⟨ω, hω0, hω⟩ : ∃ ω : ℝ, 0 < ω ∧ ω ^ 2 = a ^ 2 - κ ^ 2 :=
    ⟨√(a ^ 2 - κ ^ 2), sqrt_pos.mpr hpos, sq_sqrt hpos.le⟩
  -- A phase at which the oscillation vanishes.
  obtain ⟨φ, hφ⟩ : ∃ φ : ℝ, P 1 * cos φ + (-κ * P 1 + a * Q 1) / ω * sin φ = 0 := by
    let z : ℂ := ⟨P 1, (-κ * P 1 + a * Q 1) / ω⟩
    have h1 : ‖z‖ * cos z.arg = P 1 := Complex.norm_mul_cos_arg z
    have h2 : ‖z‖ * sin z.arg = (-κ * P 1 + a * Q 1) / ω := Complex.norm_mul_sin_arg z
    refine ⟨z.arg + π / 2, ?_⟩
    rw [cos_add_pi_div_two, sin_add_pi_div_two, ← h2, ← h1]
    ring
  obtain ⟨N, hN⟩ := exists_nat_gt ((φ - ω * log ε) / π)
  rw [div_lt_iff₀ pi_pos] at hN
  -- Shifting the phase by multiples of π gives nodes approaching the nucleus.
  refine Set.infinite_of_injective_forall_mem
    (f := fun n : ℕ => exp ((φ - ((n + N : ℕ) : ℝ) * π) / ω)) ?_ ?_
  · intro m n hmn
    have h1 := (div_left_inj' hω0.ne').mp (exp_injective hmn)
    have h2 : ((m + N : ℕ) : ℝ) = ((n + N : ℕ) : ℝ) :=
      mul_right_cancel₀ pi_pos.ne' (by linarith)
    have h3 : m + N = n + N := by exact_mod_cast h2
    omega
  · intro n
    refine ⟨exp_pos _, ?_, ?_⟩
    · rw [← lt_log_iff_exp_lt hε, div_lt_iff₀ hω0]
      push_cast
      nlinarith [mul_nonneg (Nat.cast_nonneg (α := ℝ) n) pi_pos.le]
    · rw [log_periodic_form h hω hω0.ne' (exp_pos _), log_exp, mul_div_cancel₀ _ hω0.ne',
        cos_sub_nat_mul_pi, sin_sub_nat_mul_pi]
      linear_combination (-1 : ℝ) ^ (n + N) * hφ
```

If |κ| < a, take ω = √(a² - κ²) > 0. Write P(1) = R cos θ and S₀/ω = R sin θ; the phase φ = θ + π/2 makes the oscillation vanish. Lean gets R and θ as the modulus and argument of a complex number. Choose a natural number N > (φ - ω log ε)/π and set, for n = 0, 1, 2, …,

rₙ = exp((φ - (n + N)π)/ω).

Each shift by π only changes the sign of the oscillation, so P(rₙ) = 0. The choice of N gives 0 < rₙ < ε, and the rₙ are distinct. The Lean name `fall_to_centre_iff` below refers to this accumulation of nodes, not to the spectrum of the full Dirac Hamiltonian.

```lean
/-- If `p' = s` and `s' = c p` with `c ≥ 0`, and `p` vanishes at two different points, then
`p` and `s` vanish everywhere. -/
theorem zero_of_two_nodes {p s : ℝ → ℝ} {c : ℝ} (hc : 0 ≤ c)
    (hp : ∀ t, HasDerivAt p (s t) t) (hs : ∀ t, HasDerivAt s (c * p t) t)
    {x y : ℝ} (hxy : x ≠ y) (hx : p x = 0) (hy : p y = 0) (t : ℝ) : p t = 0 ∧ s t = 0 := by
  rcases hc.eq_or_lt with rfl | hc
  · -- Critical case: s is constant and p is linear.
    have hS := conserved (f := s) (fun t => (hs t).congr_deriv (by ring))
    have hL := conserved (f := fun t => p t - t * s t) (fun t =>
      ((hp t).fun_sub ((hasDerivAt_id' t).fun_mul (hs t))).congr_deriv (by ring))
    have h1 : p x - x * s x = p y - y * s y := hL x y
    have h2 : p t - t * s t = p x - x * s x := hL t x
    rw [hx, hy, hS y x] at h1
    have h3 : s x = 0 :=
      (mul_eq_zero.mp (show (x - y) * s x = 0 by linarith)).resolve_left (sub_ne_zero.mpr hxy)
    rw [hS t x, hx, h3] at h2
    exact ⟨by linarith, (hS t x).trans h3⟩
  · obtain ⟨μ, hμ0, hμ⟩ : ∃ μ : ℝ, 0 < μ ∧ μ ^ 2 = c := ⟨√c, sqrt_pos.mpr hc, sq_sqrt hc.le⟩
    have he (k t : ℝ) : HasDerivAt (fun t => exp (k * t)) (exp (k * t) * k) t :=
      (((hasDerivAt_id' t).const_mul k).exp).congr_deriv (by simp)
    -- The growing and decaying amplitudes are conserved.
    have hF (u v : ℝ) : (μ * p u + s u) * exp (-μ * u) = (μ * p v + s v) * exp (-μ * v) :=
      conserved (f := fun t => (μ * p t + s t) * exp (-μ * t)) (fun t =>
        ((((hp t).const_mul μ).fun_add (hs t)).fun_mul (he (-μ) t)).congr_deriv
          (by linear_combination (-(p t * exp (-μ * t))) * hμ)) u v
    have hG (u v : ℝ) : (μ * p u - s u) * exp (μ * u) = (μ * p v - s v) * exp (μ * v) :=
      conserved (f := fun t => (μ * p t - s t) * exp (μ * t)) (fun t =>
        ((((hp t).const_mul μ).fun_sub (hs t)).fun_mul (he μ t)).congr_deriv
          (by linear_combination (p t * exp (μ * t)) * hμ)) u v
    have inv (u : ℝ) : exp (μ * u) * exp (-μ * u) = 1 := by
      rw [← exp_add, show μ * u + -μ * u = 0 by ring, exp_zero]
    have f := hF x y
    have g := hG x y
    rw [hx, hy] at f g
    have k : s x * exp (μ * y) = s y * exp (μ * x) := by
      linear_combination exp (μ * x) * exp (μ * y) * f - s x * exp (μ * y) * inv x
        + s y * exp (μ * x) * inv y
    have m : s x * ((exp (μ * x) + exp (μ * y)) * (exp (μ * x) - exp (μ * y))) = 0 := by
      linear_combination (-exp (μ * x)) * g - exp (μ * y) * k
    have hne : exp (μ * x) - exp (μ * y) ≠ 0 := fun e =>
      hxy (mul_left_cancel₀ hμ0.ne' (exp_injective (sub_eq_zero.mp e)))
    have hsx : s x = 0 := (mul_eq_zero.mp m).resolve_right (mul_ne_zero (by positivity) hne)
    have f' := hF t x
    have g' := hG t x
    simp only [hx, hsx, mul_zero, add_zero, sub_zero, zero_mul] at f' g'
    have f2 := (mul_eq_zero.mp f').resolve_right (exp_ne_zero _)
    have g2 := (mul_eq_zero.mp g').resolve_right (exp_ne_zero _)
    exact ⟨(mul_eq_zero.mp (show μ * p t = 0 by linarith)).resolve_left hμ0.ne', by linarith⟩
```

Let p' = s and s' = cp with c ≥ 0, and let p vanish at x ≠ y.

If c = 0, s is constant and (p - ts)' = s - s = 0. Comparing x with y gives xs = ys, so s = 0, and then p = 0.

If c > 0, put μ = √c. The derivatives of (μp + s)exp(-μt) and (μp - s)exp(μt) vanish because μ² = c. At the two nodes,

s(x)exp(-μx) = s(y)exp(-μy),
s(x)exp(μx) = s(y)exp(μy).

Eliminating s(y) gives s(x)(exp(2μx) - exp(2μy)) = 0, so s(x) = 0. Both conserved quantities are then zero, hence μp + s = μp - s = 0 and p = s = 0 everywhere.

```lean
/-- If `0 < a ≤ |κ|` and the solution is not identically zero on `r > 0`, the large component
has at most one zero there. -/
theorem at_most_one_node {κ a : ℝ} {P Q : ℝ → ℝ} (h : IsShortRangeSolution κ a P Q)
    (ha : 0 < a) (hκ : a ≤ |κ|) (hne : ∃ r, 0 < r ∧ (P r ≠ 0 ∨ Q r ≠ 0)) :
    {r | 0 < r ∧ P r = 0}.Subsingleton := by
  rintro x ⟨hx, px⟩ y ⟨hy, py⟩
  by_contra hxy
  obtain ⟨r, hr, hPQ⟩ := hne
  have hc : 0 ≤ κ ^ 2 - a ^ 2 := by
    have := pow_le_pow_left₀ ha.le hκ 2
    rw [sq_abs] at this
    linarith
  have hl : log x ≠ log y := fun e => hxy (by rw [← exp_log hx, e, exp_log hy])
  have key := zero_of_two_nodes hc (fun t => (log_radius_equations h t).1)
    (fun t => (log_radius_equations h t).2) hl (by simpa only [exp_log hx] using px)
    (by simpa only [exp_log hy] using py) (log r)
  simp only [exp_log hr] at key
  obtain ⟨h1, h2⟩ := key
  rw [h1, mul_zero, zero_add] at h2
  exact hPQ.elim (fun n => n h1) (fun n => n ((mul_eq_zero.mp h2).resolve_left ha.ne'))
```

`Subsingleton` means that any two members are equal. For 0 < a ≤ |κ|, apply the previous result with c = κ² - a². Two different nodes would force P = S = 0 at every r > 0, hence aQ = 0 and Q = 0, contradicting `hne`, the assumption that the solution is non-trivial. The critical coupling a = |κ| is included.

```lean
/-- For `a > 0` and a solution not identically zero on `r > 0`, the large component has
infinitely many zeros in every `(0, ε)` if and only if `|κ| < a`. -/
theorem fall_to_centre_iff {κ a : ℝ} {P Q : ℝ → ℝ} (h : IsShortRangeSolution κ a P Q)
    (ha : 0 < a) (hne : ∃ r, 0 < r ∧ (P r ≠ 0 ∨ Q r ≠ 0)) :
    (∀ ε > 0, {r | 0 < r ∧ r < ε ∧ P r = 0}.Infinite) ↔ |κ| < a := by
  refine ⟨fun hinf => ?_, fun hκ ε hε => infinitely_many_nodes h hκ hε⟩
  by_contra hκ
  exact hinf 1 one_pos ((at_most_one_node h ha (not_lt.mp hκ) hne).finite.subset
    (fun r hr => ⟨hr.1, hr.2.2⟩))
```

The two regimes combine into an equivalence: if a ≤ |κ|, the interval (0, 1) contains at most one node, not infinitely many. For four-component atomic calculations, this short-distance, point-nucleus model shows that when a > |κ| no non-zero multiple of a real power of r can be the leading behaviour of P at the nucleus.

```lean
/-- For `ω² = a² - κ²`, the pair `P = a cos(ω log r)`, `Q = κ cos(ω log r) - ω sin(ω log r)`
solves the short-distance system. -/
theorem supercritical_witness {κ a ω : ℝ} (hω : ω ^ 2 = a ^ 2 - κ ^ 2) :
    IsShortRangeSolution κ a (fun r => a * cos (ω * log r))
      (fun r => κ * cos (ω * log r) - ω * sin (ω * log r)) := by
  intro r hr
  have hl := (Real.hasDerivAt_log hr.ne').const_mul ω
  have hP := hl.cos.const_mul a
  have hQ := (hl.cos.const_mul κ).fun_sub (hl.sin.const_mul ω)
  have e : r * r⁻¹ = 1 := mul_inv_cancel₀ hr.ne'
  refine ⟨hP.differentiableAt, hQ.differentiableAt, ?_, ?_⟩
  · rw [hP.deriv]
    linear_combination (-(a * ω * sin (ω * log r))) * e
  · rw [hQ.deriv]
    linear_combination (-(κ * ω * sin (ω * log r)) - ω ^ 2 * cos (ω * log r)) * e
      - cos (ω * log r) * hω
```

Substitution confirms an explicit oscillating solution. When |κ| < a it is non-trivial, since P(1) = a.

```lean
/-- For `μ² = κ² - a²`, the pair `P = a sinh(μ log r)`, `Q = κ sinh(μ log r) + μ cosh(μ log r)`
solves the short-distance system, and its large component vanishes at `r = 1`. -/
theorem subcritical_witness {κ a μ : ℝ} (hμ : μ ^ 2 = κ ^ 2 - a ^ 2) :
    IsShortRangeSolution κ a (fun r => a * sinh (μ * log r))
      (fun r => κ * sinh (μ * log r) + μ * cosh (μ * log r)) ∧
    a * sinh (μ * log 1) = 0 := by
  refine ⟨fun r hr => ?_, by simp⟩
  have hl := (Real.hasDerivAt_log hr.ne').const_mul μ
  have hP := hl.sinh.const_mul a
  have hQ := (hl.sinh.const_mul κ).fun_add (hl.cosh.const_mul μ)
  have e : r * r⁻¹ = 1 := mul_inv_cancel₀ hr.ne'
  refine ⟨hP.differentiableAt, hQ.differentiableAt, ?_, ?_⟩
  · rw [hP.deriv]
    linear_combination (a * μ * cosh (μ * log r)) * e
  · rw [hQ.deriv]
    linear_combination (κ * μ * cosh (μ * log r) + μ ^ 2 * sinh (μ * log r)) * e
      + sinh (μ * log r) * hμ

end DiracFallToCentre
```

When 0 < a < |κ| and μ ≠ 0, this solution is non-trivial, with Q(1) = μ, and has a node at r = 1. The bound of one node is therefore attained, but by a solution that, for μ > 0, contains the term r^(-μ), singular at the nucleus. The regular solution, with P proportional to r^μ, has no node. The bound concerns only the short-distance model: ordinary bound states can have more nodes at larger r, where the dropped mass and energy terms matter.

```lean
#print axioms DiracFallToCentre.zero_of_two_nodes
#print axioms DiracFallToCentre.fall_to_centre_iff
```

```
'DiracFallToCentre.zero_of_two_nodes' depends on axioms: [propext, Classical.choice, Quot.sound]
'DiracFallToCentre.fall_to_centre_iff' depends on axioms: [propext, Classical.choice, Quot.sound]
```
